# Direction-dependent limit of the flat-band weight at the band touching of the Lieb lattice

In the nearest-neighbour tight-binding model of the Lieb lattice, with equal hopping on all bonds, zero on-site energies, and the hopping and the lattice constant as units, take the Bloch momentum on a ray $(k_x,k_y)=(\pi+sp,\ \pi+sq)$ through the corner $(\pi,\pi)$ of the Brillouin zone, with a real direction $(p,q)\neq(0,0)$ and a real parameter $s$. The hopping amplitudes along the two lattice axes are $a(s)=1+e^{i(\pi+sp)}$ and $b(s)=1+e^{i(\pi+sq)}$, and, wherever $a$ and $b$ do not both vanish, the share of the normalised flat-band state that sits on the x-edge site (the midpoint of a horizontal bond) is $W=|b|^2/(|a|^2+|b|^2)$. Then

$$\lim_{s\to0^+}\frac{|b(s)|^2}{|a(s)|^2+|b(s)|^2}=\frac{q^2}{p^2+q^2}.$$

The same limit holds from both sides of $s=0$, every number in $[0,1]$ occurs as the limit for some direction, and $W$ as a function of the two-dimensional momentum has no limit at $(\pi,\pi)$. For electronic-structure work on this non-interacting, nearest-neighbour model it means that the site-resolved population of the flat band close to $(\pi,\pi)$ depends on the direction of the offset however fine the momentum mesh is, and that continuity assigns it no value at the point itself.

```lean
import Mathlib

open Filter Topology Complex Matrix ComplexConjugate

namespace LiebBandTouching

noncomputable section
```

## The Bloch Hamiltonian and its amplitudes

The Lieb lattice is a square lattice with an extra site at the midpoint of every bond. A unit cell holds three sites: a corner site, an x-edge site on a horizontal bond and a y-edge site on a vertical bond. The lattice constant is the unit of length and the hopping integral, equal on all bonds, is the unit of energy. All on-site energies are zero. Assign to the cell at lattice vector $R$ the edge sites to the left of and below its corner, and attach the Bloch phase $e^{ik\cdot R}$, with $k=(k_x,k_y)$, to the cell. The corner site at $R$ has two horizontal neighbours, the x-edge site of its own cell and the x-edge site of the next cell to the right. Their phases relative to the cell at $R$ are $1$ and $e^{ik_x}$, so the two hops add up to

$$a=1+e^{ik_x},\qquad\text{and likewise}\qquad b=1+e^{ik_y}.$$

On the ray both amplitudes have the same form, so a single function of a direction component and of $s$ serves for both: $a(s)$ is `bond p s` and $b(s)$ is `bond q s`. The momentum $\pi+sp$ is formed as a real number and only then cast to $\mathbb C$.

```lean
/-- Bloch hopping amplitude `1 + exp(i(π + s p))` at momentum `π + s p`. -/
def bond (p s : ℝ) : ℂ := 1 + exp (I * ((Real.pi + s * p : ℝ) : ℂ))
```

Edge sites have only corner sites as nearest neighbours. With the sites ordered as corner, x-edge, y-edge and numbered $0,1,2$ as in `Fin 3`, the Bloch Hamiltonian is

$$H(a,b)=\begin{pmatrix}0&a&b\\ \bar a&0&0\\ \bar b&0&0\end{pmatrix},$$

where the bar is complex conjugation, `conj` in the code. This matrix is the starting postulate: it is defined for arbitrary complex $a$ and $b$, and the reduction from the real-space lattice described above is not formalised. The zeros in the lower block stand for the absence of edge-to-edge hopping and of on-site terms. Spin, spin-orbit coupling and interactions are absent as well.

```lean
/-- Lieb-lattice Bloch Hamiltonian on the sites (corner, x-edge, y-edge), with hopping
amplitudes `a` along x and `b` along y. -/
def liebH (a b : ℂ) : Matrix (Fin 3) (Fin 3) ℂ := !![0, a, b; conj a, 0, 0; conj b, 0, 0]
```

## The zero mode and its population on the x-edge site

A vector $u=(u_0,u_1,u_2)$ with $Hu=0$ must satisfy $a u_1+b u_2=0$, $\bar a u_0=0$ and $\bar b u_0=0$. The choice $u_0=0$, $u_1=b$, $u_2=-a$ solves all three equations, which gives

$$v=(v_0,v_1,v_2)=(0,\,b,\,-a).$$

This vector is not normalised. Its squared norm is $|a|^2+|b|^2$, and where that is nonzero the normalised state is

$$\hat v=\frac{(0,\,b,\,-a)}{\sqrt{|a|^2+|b|^2}}.$$

```lean
/-- The unnormalised flat-band vector `(0, b, -a)`. -/
def flatVec (a b : ℂ) : Fin 3 → ℂ := ![0, b, -a]
```

The probability of finding the particle on the x-edge site is $|\hat v_1|^2$, which is the real number

$$W(a,b)=\frac{|b|^2}{|a|^2+|b|^2}.$$

In Lean `‖b‖` is the modulus of the complex number $b$. The x-edge site carries the amplitude $b$ of the y direction, so $W$ is large when the y amplitude dominates. Since only moduli enter, $W$ does not change when $a$ and $b$ are multiplied by phases, as happens under another convention for the Bloch phases or the opposite sign of the hopping.

```lean
/-- The flat-band weight `|b|² / (|a|² + |b|²)`. -/
def weight (a b : ℂ) : ℝ := ‖b‖ ^ 2 / (‖a‖ ^ 2 + ‖b‖ ^ 2)
```

Multiplying out row by row,

$$(Hv)_0=0\cdot0+a\,b+b\,(-a)=0,\qquad (Hv)_1=\bar a\cdot0=0,\qquad (Hv)_2=\bar b\cdot0=0.$$

This holds for all $a$ and $b$, hence at every momentum. Wherever $v\neq0$ it is an eigenvector with energy zero, independent of $k$, which is the flat band.

```lean
/-- The Lieb Hamiltonian annihilates the flat-band vector for all amplitudes `a`, `b`. -/
theorem liebH_flatVec (a b : ℂ) : liebH a b *ᵥ flatVec a b = 0 := by
  ext i
  fin_cases i <;> simp [liebH, flatVec, Matrix.mulVec, dotProduct, Fin.sum_univ_succ]
  all_goals ring
```

The symbol `*ᵥ` is the matrix-vector product. The proof splits into the three components with `fin_cases i`, expands the sums, and leaves the cancellation $ab-ba=0$ of row $0$ to `ring`.

Two further facts fill in the physical picture, and no theorem here states them: the other two eigenvalues of $H$ are $\pm\sqrt{|a|^2+|b|^2}$, and for $(a,b)\neq(0,0)$ every zero mode is a multiple of $v$. At $(\pi,\pi)$ both amplitudes vanish and $H$ is the zero matrix, so the three bands meet there and $v$ itself becomes the zero vector.

The link between $W$ and the vector is

$$\sum_{i=0}^{2}|v_i|^2=0+|b|^2+|a|^2,\qquad W\sum_{i=0}^{2}|v_i|^2=|b|^2=|v_1|^2 .$$

It is stated as a product, under the hypothesis `h` that $|a|^2+|b|^2\neq0$, that is, that $v$ can be normalised. Dividing by the sum gives $W=|v_1|^2/\sum_i|v_i|^2=|\hat v_1|^2$.

```lean
/-- The weight times the squared norm of a nonzero flat-band vector is the squared modulus of its
unnormalised component `1`, the one on the x-edge site. -/
theorem weight_mul_norm (a b : ℂ) (h : ‖a‖ ^ 2 + ‖b‖ ^ 2 ≠ 0) :
    weight a b * ∑ i, ‖flatVec a b i‖ ^ 2 = ‖flatVec a b 1‖ ^ 2 := by
  have h1 : ∑ i, ‖flatVec a b i‖ ^ 2 = ‖a‖ ^ 2 + ‖b‖ ^ 2 := by
    simp [flatVec, Fin.sum_univ_succ, add_comm]
  have h2 : flatVec a b 1 = b := rfl
  rw [h1, h2, weight, div_mul_cancel₀ _ h]
```

Step `h1` evaluates the squared norm, `h2` reads off component $1$, and `div_mul_cancel₀` cancels the denominator using `h`.

## The amplitudes to first order in $s$

At $s=0$ the exponential is $e^{i\pi}=-1$, so $a(0)=1-1=0$. The chain rule gives

$$\frac{da}{ds}=ip\,e^{i(\pi+sp)},\qquad \frac{da}{ds}\Big|_{s=0}=ip\,e^{i\pi}=-ip .$$

Together these say $a(s)=-ips+o(s)$ as $s\to0$, where $o(s)$ denotes a remainder whose ratio to $s$ tends to zero. The statement holds for every real $p$, including $p=0$, where $a$ vanishes identically.

```lean
/-- The hopping amplitude vanishes at `s = 0` and has slope `-i p` there. -/
theorem bond_linear (p : ℝ) :
    bond p 0 = 0 ∧ HasDerivAt (bond p) (-(I * p)) 0 := by
  have e : exp (I * ((Real.pi + 0 * p : ℝ) : ℂ)) = -1 := by
    rw [zero_mul, add_zero, mul_comm, Complex.exp_pi_mul_I]
  constructor
  · unfold bond
    rw [e]
    ring
  · have h0 : HasDerivAt (fun s : ℝ => Real.pi + s * p) p 0 :=
      (hasDerivAt_mul_const p).const_add Real.pi
    have h2 : HasDerivAt (fun s : ℝ => 1 + exp (I * ((Real.pi + s * p : ℝ) : ℂ)))
        (exp (I * ((Real.pi + 0 * p : ℝ) : ℂ)) * (I * p)) 0 :=
      ((h0.ofReal_comp.const_mul I).cexp).const_add 1
    rw [e] at h2
    exact h2.congr_deriv (by ring)
```

`HasDerivAt (bond p) (-(I * p)) 0` says that the complex-valued function `bond p` of the real variable $s$ has derivative $-ip$ at $0$. The equation `e` is $e^{i(\pi+0\cdot p)}=-1$ and is used in both halves. The derivative is built from the inside out: `h0` differentiates the momentum $\pi+sp$, and `h2` casts it to $\mathbb C$, multiplies by $i$, applies the exponential and adds the constant $1$, which yields $e^{i(\pi+0\cdot p)}\cdot ip$. Substituting `e` turns this into $-ip$.

Because $a(0)=0$, the difference quotient at zero is $a(s)/s$, and it tends to the derivative. The modulus and the square are continuous, so

$$\frac{a(s)}{s}\to -ip\quad\Longrightarrow\quad\left|\frac{a(s)}{s}\right|^2\to|-ip|^2=p^2\qquad(s\to0,\ s\neq0).$$

```lean
/-- The rescaled squared amplitude `|bond p s / s|²` tends to `p²` as `s → 0`, `s ≠ 0`. -/
theorem bond_scaled_tendsto (p : ℝ) :
    Tendsto (fun s : ℝ => ‖s⁻¹ • bond p s‖ ^ 2) (𝓝[≠] 0) (𝓝 (p ^ 2)) := by
  have h := hasDerivAt_iff_tendsto_slope.mp (bond_linear p).2
  have e : slope (bond p) 0 = fun s : ℝ => s⁻¹ • bond p s := by
    funext s
    rw [slope_def_module, sub_zero, (bond_linear p).1, sub_zero]
  have hn : ‖-(I * (p : ℂ))‖ ^ 2 = p ^ 2 := by
    rw [norm_neg, norm_mul, Complex.norm_I, one_mul, Complex.norm_real, Real.norm_eq_abs,
      sq_abs]
  rw [e] at h
  have h2 := h.norm.pow 2
  rw [hn] at h2
  exact h2
```

`Tendsto f (𝓝[≠] 0) (𝓝 c)` is the ordinary limit $f(s)\to c$ with $s$ approaching $0$ through nonzero values of either sign, and `s⁻¹ • bond p s` is $a(s)$ scaled by the real number $1/s$. The lemma `hasDerivAt_iff_tendsto_slope` converts the derivative into the limit of the difference quotient `slope (bond p) 0`, and `e` identifies that quotient with $a(s)/s$ by means of $a(0)=0$. Then `h.norm.pow 2` passes the limit through modulus and square, and `hn` evaluates $|-ip|^2=p^2$.

## The limit along a ray

Numerator and denominator of $W$ both vanish at $s=0$, and both are at most of order $s^2$. For $s\neq0$, multiply each by $1/s^2$:

$$W(a(s),b(s))=\frac{|b(s)/s|^2}{|a(s)/s|^2+|b(s)/s|^2}.$$

By the previous step, applied once with $p$ and once with $q$, the numerator tends to $q^2$ and the denominator to $p^2+q^2$. The quotient rule for limits applies when $p^2+q^2\neq0$, and for real $p,q$ this is the condition $(p,q)\neq(0,0)$. Physically the condition says that the ray has a direction: for $p=q=0$ the momentum stays at $(\pi,\pi)$ for all $s$. One of the two components may be zero, and the direction need not have unit length. The result is

$$W(a(s),b(s))\to\frac{q^2}{p^2+q^2}\qquad(s\to0,\ s\neq0).$$

The rescaled denominator tends to a nonzero number, so it is nonzero for all sufficiently small $s\neq0$, and then so is $|a(s)|^2+|b(s)|^2$. The theorem records this as its first conjunct, where `∀ᶠ s in 𝓝[≠] (0 : ℝ)` reads "for all $s$ with $0<|s|<\varepsilon$, for some $\varepsilon>0$", and $\varepsilon$ may depend on the direction. This matters because Lean evaluates $0/0$ as $0$: the conjunct shows that near the touching point the weight on the ray is a true quotient, and that hypothesis `h` of `weight_mul_norm` holds there, so the quantity whose limit is taken is the population $|\hat v_1|^2$.

```lean
/-- Along a ray of direction `(p, q) ≠ 0`, the sum `|a|² + |b|²` is nonzero for small `s ≠ 0`
and the flat-band weight tends to `q² / (p² + q²)` as `s → 0`, `s ≠ 0`. -/
theorem weight_tendsto_two_sided (p q : ℝ) (hpq : (p, q) ≠ (0, 0)) :
    (∀ᶠ s in 𝓝[≠] (0 : ℝ), ‖bond p s‖ ^ 2 + ‖bond q s‖ ^ 2 ≠ 0) ∧
    Tendsto (fun s => weight (bond p s) (bond q s)) (𝓝[≠] 0)
      (𝓝 (q ^ 2 / (p ^ 2 + q ^ 2))) := by
  have hD : p ^ 2 + q ^ 2 ≠ 0 := by
    intro h0
    have hp : p ^ 2 = 0 := by nlinarith [sq_nonneg p, sq_nonneg q]
    have hq : q ^ 2 = 0 := by nlinarith [sq_nonneg p, sq_nonneg q]
    have hp0 : p = 0 := by simpa using hp
    have hq0 : q = 0 := by simpa using hq
    exact hpq (by rw [hp0, hq0])
  have hden := (bond_scaled_tendsto p).add (bond_scaled_tendsto q)
  constructor
  · filter_upwards [hden.eventually_ne hD] with s hs h0
    apply hs
    rw [norm_smul, norm_smul, mul_pow, mul_pow, ← mul_add, h0, mul_zero]
  · -- divide numerator and denominator by `s²`
    refine ((bond_scaled_tendsto q).div hden hD).congr' ?_
    filter_upwards [self_mem_nhdsWithin] with s hs
    have hs' : s ≠ 0 := hs
    have hc : ‖s⁻¹‖ ^ 2 ≠ 0 := pow_ne_zero 2 (norm_ne_zero_iff.mpr (inv_ne_zero hs'))
    show ‖s⁻¹ • bond q s‖ ^ 2 / (‖s⁻¹ • bond p s‖ ^ 2 + ‖s⁻¹ • bond q s‖ ^ 2)
      = weight (bond p s) (bond q s)
    rw [norm_smul, norm_smul, mul_pow, mul_pow, ← mul_add, mul_div_mul_left _ _ hc, weight]
```

In `hD`, a vanishing sum of two squares forces each square to vanish, hence $p=q=0$, against `hpq`. The fact `hden` is the limit of the rescaled denominator. For the first conjunct, `hden.eventually_ne hD` says that the rescaled denominator is nonzero near $s=0$; if the plain denominator vanished at such an $s$, pulling the factor $|1/s|^2$ out with `norm_smul` and `mul_pow` would make the rescaled one vanish too. For the second, `.div hden hD` is the quotient rule, and `congr'` transfers the limit from the rescaled quotient to $W$, since the two agree at every $s\neq0$. That agreement is the cancellation of the common nonzero factor $|1/s|^2$ by `mul_div_mul_left`.

A two-sided limit restricts to a one-sided one, because every $s>0$ is nonzero. With `𝓝[>] 0` for the approach from above, this is the formula stated at the start. For a unit direction $(p,q)=(\cos\theta,\sin\theta)$ at angle $\theta$ to the $k_x$ axis it reads $W\to\sin^2\theta$. The theorem gives the limit only, with no rate of convergence and no uniformity in the direction.

```lean
/-- For a direction `(p, q) ≠ 0` the flat-band weight tends to `q² / (p² + q²)` as `s` tends
to `0` from above. -/
theorem weight_tendsto (p q : ℝ) (hpq : (p, q) ≠ (0, 0)) :
    Tendsto (fun s => weight (bond p s) (bond q s)) (𝓝[>] 0)
      (𝓝 (q ^ 2 / (p ^ 2 + q ^ 2))) :=
  (weight_tendsto_two_sided p q hpq).2.mono_left
    (nhdsWithin_mono _ fun _ hx => ne_of_gt hx)
```

Here `mono_left` carries a limit over to a narrower mode of approach, and `nhdsWithin_mono` supplies the inclusion of $\{s>0\}$ in $\{s\neq0\}$.

## Every value between 0 and 1 is a directional limit

Let $w$ be a real number with $0\le w\le1$ and set $p=\sqrt{1-w}$, $q=\sqrt w$. The two bounds make both radicands nonnegative, so $p^2=1-w$ and $q^2=w$. Then $p^2+q^2=1$, the direction is a unit vector and in particular nonzero, and the limit is

$$\frac{q^2}{p^2+q^2}=\frac{w}{(1-w)+w}=w .$$

The endpoints are included: $w=0$ is the direction $(1,0)$, along which the flat-band state has no weight on the x-edge site, and $w=1$ is the direction $(0,1)$, along which it lies entirely on that site.

```lean
/-- Every `w` in `[0, 1]` is the limit of the weight along the direction `(√(1 - w), √w)`. -/
theorem weight_tendsto_any (w : ℝ) (h0 : 0 ≤ w) (h1 : w ≤ 1) :
    Tendsto (fun s => weight (bond (Real.sqrt (1 - w)) s) (bond (Real.sqrt w) s))
      (𝓝[>] 0) (𝓝 w) := by
  have ha : Real.sqrt (1 - w) ^ 2 = 1 - w := Real.sq_sqrt (by linarith)
  have hb : Real.sqrt w ^ 2 = w := Real.sq_sqrt h0
  have hne : (Real.sqrt (1 - w), Real.sqrt w) ≠ ((0 : ℝ), (0 : ℝ)) := by
    intro h
    have e1 : Real.sqrt (1 - w) = 0 := congrArg Prod.fst h
    have e2 : Real.sqrt w = 0 := congrArg Prod.snd h
    rw [e1] at ha
    rw [e2] at hb
    nlinarith
  have h := weight_tendsto _ _ hne
  rw [ha, hb, sub_add_cancel, div_one] at h
  exact h
```

The equations `ha` and `hb` are the two squares. In `hne`, a zero direction would turn them into $0=1-w$ and $0=w$, which contradict each other. The last rewrite inserts the squares in `weight_tendsto` and simplifies $(1-w)+w$ to $1$.

## No limit in the momentum plane

Now let the momentum be $(\pi+x,\ \pi+y)$ with an arbitrary real offset $(x,y)\neq(0,0)$, and write

$$F(x,y)=W\big(1+e^{i(\pi+x)},\ 1+e^{i(\pi+y)}\big).$$

Suppose $F(x,y)\to L$ for some real $L$ as $(x,y)\to(0,0)$. For a direction $(p,q)\neq(0,0)$ the point $(sp,sq)$ tends to the origin as $s\to0$ and differs from it for $s\neq0$, so $F(sp,sq)\to L$. But $F(sp,sq)=W(a(s),b(s))$, whose limit is $q^2/(p^2+q^2)$. Limits are unique, so $L=q^2/(p^2+q^2)$ for every nonzero direction. The direction $(1,0)$ gives $L=0$ and the direction $(0,1)$ gives $L=1$, a contradiction.

In the Lean statement the variable `k : ℝ × ℝ` is the offset $(x,y)$ and not the full momentum. With the direction component set to one, `bond 1 k.1` is $1+e^{i(\pi+x)}$ and `bond 1 k.2` is $1+e^{i(\pi+y)}$. The filter `𝓝[≠] 0` is now the punctured neighbourhood of the origin of the plane, so the value of $F$ at the touching point plays no part, and no reassignment of that value can make $F$ continuous.

What is proved about the touching point is definite and narrow: one diagonal element, $|\hat v_1|^2$, of the projector onto $\hat v$ has no limit at $(\pi,\pi)$. The theorems say nothing about the off-diagonal elements, about quantum-geometric quantities of the band, or about localised states in real space. If the zero mode is unique up to a factor, as remarked earlier, $|\hat v_1|^2$ is the same for every choice of phase, and its discontinuity would then rule out a normalised flat-band eigenvector that is continuous through the point.

```lean
/-- As a function of the momentum offset `(x, y) ≠ 0` from `(π, π)`, the flat-band weight has
no limit as the offset tends to zero. -/
theorem weight_no_limit :
    ¬ ∃ L : ℝ, Tendsto (fun k : ℝ × ℝ => weight (bond 1 k.1) (bond 1 k.2))
      (𝓝[≠] 0) (𝓝 L) := by
  rintro ⟨L, hL⟩
  have hb : ∀ p s : ℝ, bond 1 (s * p) = bond p s := by
    intro p s
    unfold bond
    rw [mul_one]
  -- a limit in the plane would agree with the limit along every ray
  have key : ∀ p q : ℝ, (p, q) ≠ (0, 0) → L = q ^ 2 / (p ^ 2 + q ^ 2) := by
    intro p q hpq
    have hc : Continuous (fun s : ℝ => ((s * p, s * q) : ℝ × ℝ)) := by fun_prop
    have hray : Tendsto (fun s : ℝ => ((s * p, s * q) : ℝ × ℝ)) (𝓝[≠] 0) (𝓝[≠] 0) := by
      refine tendsto_nhdsWithin_iff.mpr ⟨?_, ?_⟩
      · exact (hc.tendsto' 0 0 (by simp)).mono_left nhdsWithin_le_nhds
      · filter_upwards [self_mem_nhdsWithin] with s hs
        have hs' : s ≠ 0 := hs
        intro hmem
        have h' : ((s * p, s * q) : ℝ × ℝ) = 0 := hmem
        have e1 : s * p = 0 := congrArg Prod.fst h'
        have e2 : s * q = 0 := congrArg Prod.snd h'
        apply hpq
        rw [(mul_eq_zero.mp e1).resolve_left hs', (mul_eq_zero.mp e2).resolve_left hs']
    have h0 := hL.comp hray
    have h : Tendsto (fun s : ℝ => weight (bond p s) (bond q s)) (𝓝[≠] 0) (𝓝 L) := by
      refine Tendsto.congr (fun s => ?_) h0
      simp only [Function.comp_apply, hb]
    exact tendsto_nhds_unique h (weight_tendsto_two_sided p q hpq).2
  -- the two axes give 0 and 1
  have hx := key 1 0 (by simp)
  have hy := key 0 1 (by simp)
  rw [hx] at hy
  norm_num at hy

end

end LiebBandTouching
```

The identity `hb` says that the offset $sp$ in the planar function reproduces `bond p s`. Inside `key`, the fact `hray` states that $s\mapsto(sp,sq)$ maps the punctured approach to $0$ on the line into the punctured approach to the origin of the plane. Its first half is continuity of the map at $s=0$; its second half is that $sp=sq=0$ with $s\neq0$ would force $p=q=0$. Composing the assumed limit `hL` with `hray` and rewriting with `hb` gives $W(a(s),b(s))\to L$, and `tendsto_nhds_unique` equates $L$ with the limit from `weight_tendsto_two_sided`. The instances `hx` and `hy` are the two axes, and `norm_num` reduces their combination to the false equation $0=1$.

```lean
#print axioms LiebBandTouching.liebH_flatVec
-- 'LiebBandTouching.liebH_flatVec' depends on axioms: [propext, Classical.choice, Quot.sound]
#print axioms LiebBandTouching.weight_mul_norm
-- 'LiebBandTouching.weight_mul_norm' depends on axioms: [propext, Classical.choice, Quot.sound]
#print axioms LiebBandTouching.weight_tendsto_any
-- 'LiebBandTouching.weight_tendsto_any' depends on axioms: [propext, Classical.choice, Quot.sound]
#print axioms LiebBandTouching.weight_no_limit
-- 'LiebBandTouching.weight_no_limit' depends on axioms: [propext, Classical.choice, Quot.sound]
```
